# In finite dimension, the angular momentum multiplets are counted by the states with M = 0 and M = 1/2

Counting all the states of a set of coupled spins counts a multiplet of angular momentum $J$ a total of $2J+1$ times, and counting only the states with $M=0$ misses every multiplet of half-integer $J$. Adding the states with $M=1/2$ to those with $M=0$ repairs both faults. Each multiplet has one highest state, up to a factor, which the raising operator $J_+$ annihilates, so the claim is

$$\dim\ker J_+=\dim\ker J_z+\dim\ker\left(J_z-\tfrac12\right).$$

For a fixed number of electrons in a finite orbital basis, this gives the number of spin multiplets of all $S$ together as the number of determinants with $M_S=0$ (even number) or $M_S=1/2$ (odd number).

## Operators and weights

The states form a complex inner-product space $V$. Finite dimension is assumed only in the theorems that list `[FiniteDimensional ℂ V]`.

```lean
import Mathlib

open Module

namespace TotalMultipletCount

noncomputable section

variable {V : Type*} [NormedAddCommGroup V] [InnerProductSpace ℂ V]
```

An angular momentum is a triple of Hermitian operators with $[J_x,J_y]=iJ_z$ and its cyclic forms, in units with $\hbar=1$. In Lean, `End ℂ V` is the type of linear operators on $V$, the product is composition, and `IsSymmetric` says $\langle Ju,w\rangle=\langle u,Jw\rangle$. No Hamiltonian enters, and the triple may be orbital, spin or total.

```lean
/-- Three Hermitian operators obeying the angular momentum commutation relations (ħ = 1). -/
structure IsAngularMomentum (Jx Jy Jz : End ℂ V) : Prop where
  symm_x : LinearMap.IsSymmetric Jx
  symm_y : LinearMap.IsSymmetric Jy
  symm_z : LinearMap.IsSymmetric Jz
  comm_xy : Jx * Jy - Jy * Jx = Complex.I • Jz
  comm_yz : Jy * Jz - Jz * Jy = Complex.I • Jx
  comm_zx : Jz * Jx - Jx * Jz = Complex.I • Jy
```

The ladder operators are $J_\pm=J_x\pm iJ_y$, without a normalising factor.

```lean
/-- The raising operator `J₊ = Jx + i Jy`. -/
def raising (Jx Jy : End ℂ V) : End ℂ V := Jx + Complex.I • Jy

/-- The lowering operator `J₋ = Jx - i Jy`. -/
def lowering (Jx Jy : End ℂ V) : End ℂ V := Jx - Complex.I • Jy
```

Write $E_M$ for the eigenspace of $J_z$ at $M$. The index in `weightSpace Jz k` is $k=2M$, a natural number, so these spaces cover $M=0,\tfrac12,1,\dots$ and no negative $M$. Some of them may be zero.

```lean
/-- The space of states with magnetic quantum number `M = k/2`. -/
def weightSpace (Jz : End ℂ V) (k : ℕ) : Submodule ℂ V := End.eigenspace Jz ((k : ℂ) / 2)
```

## Ladder relations and adjoints

From the commutators,

$$[J_z,J_\pm]=iJ_y\pm i(-iJ_x)=\pm J_\pm,\qquad [J_+,J_-]=-2i[J_x,J_y]=2J_z.$$

Lean puts the products of $J_x,J_y,J_z$ in a fixed order, expands, and lets `module` compare coefficients.

```lean
variable {Jx Jy Jz : End ℂ V}

/-- The ladder relations `[Jz, J₊] = J₊`, `[Jz, J₋] = -J₋` and `[J₊, J₋] = 2 Jz`. -/
theorem ladder_relations (h : IsAngularMomentum Jx Jy Jz) :
    Jz * raising Jx Jy = raising Jx Jy * Jz + raising Jx Jy ∧
    Jz * lowering Jx Jy = lowering Jx Jy * Jz - lowering Jx Jy ∧
    raising Jx Jy * lowering Jx Jy = lowering Jx Jy * raising Jx Jy + (2 : ℂ) • Jz := by
  have hxy : Jx * Jy = Jy * Jx + Complex.I • Jz := by rw [← h.comm_xy]; abel
  have hzy : Jz * Jy = Jy * Jz - Complex.I • Jx := by rw [← h.comm_yz]; abel
  have hzx : Jz * Jx = Jx * Jz + Complex.I • Jy := by rw [← h.comm_zx]; abel
  refine ⟨?_, ?_, ?_⟩ <;>
  · simp only [raising, lowering, mul_add, add_mul, mul_sub, sub_mul, mul_smul_comm,
      smul_mul_assoc, hxy, hzy, hzx, smul_add, smul_sub, smul_smul, Complex.I_mul_I]
    module
```

The inner product is conjugate-linear in its first argument, so

$$\langle J_+u,w\rangle=\langle u,J_xw\rangle-i\langle u,J_yw\rangle=\langle u,J_-w\rangle.$$

```lean
/-- The lowering operator is the adjoint of the raising operator. -/
theorem raising_adjoint (h : IsAngularMomentum Jx Jy Jz) (u w : V) :
    inner ℂ (raising Jx Jy u) w = inner ℂ u (lowering Jx Jy w) := by
  have hx : inner ℂ (Jx u) w = inner ℂ u (Jx w) := h.symm_x u w
  have hy : inner ℂ (Jy u) w = inner ℂ u (Jy w) := h.symm_y u w
  simp only [raising, lowering, LinearMap.add_apply, LinearMap.sub_apply, LinearMap.smul_apply,
    inner_add_left, inner_sub_right, inner_smul_left, inner_smul_right, hx, hy, Complex.conj_I]
  ring
```

## Highest weights are among 0, 1/2, 1, …

Let $v\neq0$ satisfy $J_+v=0$ and $J_zv=\mu v$, and set $u_k=J_-^kv$. Each lowering reduces the eigenvalue by one, so $J_zu_k=(\mu-k)u_k$. Moreover,

$$J_+u_{k+1}=(k+1)(2\mu-k)\,u_k.$$

For $k=0$ this is $J_+J_-v=J_-J_+v+2J_zv=2\mu v$. If it holds for $k$, then

$$J_+u_{k+2}=J_-J_+u_{k+1}+2J_zu_{k+1}=\left[(k+1)(2\mu-k)+2(\mu-k-1)\right]u_{k+1},$$

and the bracket equals $(k+2)(2\mu-k-1)$.

Suppose $\mu$ is not $n/2$ for any natural number $n$. The factor then never vanishes, so $u_{k+1}=0$ would force $u_k=0$. Since $u_0=v\neq0$, every $u_k$ is nonzero. The first $\dim V+1$ of them have distinct eigenvalues and are therefore independent, which is impossible.

The two formulas are `uz` and `up` in the proof, `hne` is the endless chain, and `hli` is the independence that contradicts the dimension.

```lean
/-- A nonzero state of definite `M` annihilated by `J₊` has `M = n/2` for a natural number `n`. -/
theorem highest_weight_half_integer [FiniteDimensional ℂ V] (h : IsAngularMomentum Jx Jy Jz)
    {v : V} {μ : ℂ} (hv : v ≠ 0) (hp : raising Jx Jy v = 0) (hz : Jz v = μ • v) :
    ∃ n : ℕ, μ = (n : ℂ) / 2 := by
  obtain ⟨-, h2, h3⟩ := ladder_relations h
  have lz : ∀ x, Jz (lowering Jx Jy x) = lowering Jx Jy (Jz x) - lowering Jx Jy x :=
    fun x => LinearMap.congr_fun h2 x
  have lp : ∀ x, raising Jx Jy (lowering Jx Jy x)
      = lowering Jx Jy (raising Jx Jy x) + (2 : ℂ) • Jz x := fun x => LinearMap.congr_fun h3 x
  -- the chain of states obtained by repeated lowering
  obtain ⟨u, hu0, hus⟩ : ∃ u : ℕ → V, u 0 = v ∧ ∀ k, u (k + 1) = lowering Jx Jy (u k) :=
    ⟨fun k => (lowering Jx Jy)^[k] v, rfl, fun k => Function.iterate_succ_apply' _ _ _⟩
  have uz : ∀ k : ℕ, Jz (u k) = (μ - k) • u k := by
    intro k
    induction k with
    | zero => simp [hu0, hz]
    | succ k ih =>
      rw [hus, lz, ih, map_smul]
      push_cast
      module
  have up : ∀ k : ℕ, raising Jx Jy (u (k + 1)) = (((k : ℂ) + 1) * (2 * μ - k)) • u k := by
    intro k
    induction k with
    | zero =>
      rw [hus, lp, hu0, hp, hz, map_zero]
      push_cast
      module
    | succ k ih =>
      rw [hus (k + 1), lp, ih, uz, map_smul, ← hus]
      push_cast
      module
  by_contra hn
  -- if the weight is not `n/2` for a natural number `n`, the chain never ends
  have hne : ∀ k, u k ≠ 0 := by
    intro k
    induction k with
    | zero => rwa [hu0]
    | succ k ih =>
      intro h0
      have h1 := up k
      rw [h0, map_zero] at h1
      rcases mul_eq_zero.1 ((smul_eq_zero.1 h1.symm).resolve_right ih) with h4 | h4
      · exact Nat.cast_add_one_ne_zero k h4
      · exact hn ⟨k, by linear_combination h4 / 2⟩
  have hli : LinearIndependent ℂ (fun i : Fin (finrank ℂ V + 1) => u i) := by
    refine End.eigenvectors_linearIndependent' Jz
      (fun i : Fin (finrank ℂ V + 1) => μ - ((i : ℕ) : ℂ)) ?_ _
      (fun i => ⟨End.mem_eigenspace_iff.2 (uz i), hne i⟩)
    intro i j hij
    have h5 : ((i : ℕ) : ℂ) = ((j : ℕ) : ℂ) := sub_right_injective hij
    exact Fin.ext (Nat.cast_injective h5)
  have hcard := hli.fintype_card_le_finrank
  rw [Fintype.card_fin] at hcard
  omega
```

## Positive weights are reached from below

Let $m>0$ be real. The operator $J_+J_-$ maps $E_m$ to itself. If $x\in E_m$ and $J_+J_-x=0$, then $J_-J_+x=-2J_zx=-2mx$, and

$$\|J_+x\|^2=\langle x,J_-J_+x\rangle=-2m\|x\|^2.$$

The left side is not negative, so $x=0$. An injective operator on a finite-dimensional space is surjective, so every $u\in E_m$ is $J_+J_-x$ for some $x\in E_m$. The state $w=J_-x$ has weight $m-1$ and is raised to $u$.

In Lean, `hE` is the invariance of $E_m$, and `hinj` is the injectivity, with `nlinarith` closing the sign argument.

```lean
/-- Every state with `M = m > 0` is obtained by raising a state with `M = m - 1`. -/
theorem exists_raising_eq [FiniteDimensional ℂ V] (h : IsAngularMomentum Jx Jy Jz)
    {m : ℝ} (hm : 0 < m) {u : V} (hu : Jz u = (m : ℂ) • u) :
    ∃ w, Jz w = ((m : ℂ) - 1) • w ∧ raising Jx Jy w = u := by
  obtain ⟨h1, h2, h3⟩ := ladder_relations h
  have low : ∀ x, Jz x = (m : ℂ) • x →
      Jz (lowering Jx Jy x) = ((m : ℂ) - 1) • lowering Jx Jy x := by
    intro x hx
    have e : Jz (lowering Jx Jy x) = lowering Jx Jy (Jz x) - lowering Jx Jy x :=
      LinearMap.congr_fun h2 x
    rw [e, hx, map_smul]
    module
  have hE : ∀ x ∈ End.eigenspace Jz (m : ℂ),
      (raising Jx Jy * lowering Jx Jy) x ∈ End.eigenspace Jz (m : ℂ) := by
    intro x hx
    rw [End.mem_eigenspace_iff] at hx ⊢
    have e : Jz (raising Jx Jy (lowering Jx Jy x)) = raising Jx Jy (Jz (lowering Jx Jy x))
        + raising Jx Jy (lowering Jx Jy x) := LinearMap.congr_fun h1 _
    rw [End.mul_apply, e, low x hx, map_smul]
    module
  have nsq : ∀ y : V, inner ℂ y y = ((‖y‖ ^ 2 : ℝ) : ℂ) := fun y =>
    (inner_self_eq_norm_sq_to_K (𝕜 := ℂ) y).trans (Complex.ofReal_pow _ _).symm
  -- `J₊ J₋` is injective on the states with `M = m`, hence surjective
  have hinj : Function.Injective ((raising Jx Jy * lowering Jx Jy).restrict hE) := by
    rw [injective_iff_map_eq_zero]
    rintro ⟨x, hx⟩ h0
    have h0' : raising Jx Jy (lowering Jx Jy x) = 0 := congrArg Subtype.val h0
    have e : raising Jx Jy (lowering Jx Jy x)
        = lowering Jx Jy (raising Jx Jy x) + (2 : ℂ) • Jz x := LinearMap.congr_fun h3 x
    rw [h0', End.mem_eigenspace_iff.1 hx] at e
    have e' : lowering Jx Jy (raising Jx Jy x) = (-(2 * (m : ℂ))) • x := by
      rw [eq_neg_of_add_eq_zero_left e.symm]
      module
    have a := raising_adjoint h x (raising Jx Jy x)
    rw [e', inner_smul_right, nsq, nsq] at a
    have a' : ‖raising Jx Jy x‖ ^ 2 = -(2 * m) * ‖x‖ ^ 2 := by exact_mod_cast a
    have hx0 : ‖x‖ ^ 2 = 0 := by
      nlinarith [sq_nonneg ‖raising Jx Jy x‖, sq_nonneg ‖x‖, mul_nonneg hm.le (sq_nonneg ‖x‖)]
    exact Subtype.ext (norm_eq_zero.1 (pow_eq_zero_iff two_ne_zero |>.1 hx0))
  obtain ⟨⟨x, hx⟩, hxu⟩ :=
    LinearMap.injective_iff_surjective.1 hinj ⟨u, End.mem_eigenspace_iff.2 hu⟩
  exact ⟨lowering Jx Jy x, low x (End.mem_eigenspace_iff.1 hx), congrArg Subtype.val hxu⟩
```

## The kernel contains only non-negative weights

Let $P$ be the span of $E_0,E_{1/2},E_1,\dots$. If $J_+v=0$, then $J_+J_zv=J_zJ_+v-J_+v=0$, so $J_z$ preserves $\ker J_+$. Restricted to that kernel it is still Hermitian and hence diagonalisable. Each of its eigenvectors there has weight $n/2$ by the chain argument, so $\ker J_+\subseteq P$.

```lean
/-- Every state annihilated by `J₊` is a superposition of states with `M = 0, 1/2, 1, …`. -/
theorem ker_raising_le [FiniteDimensional ℂ V] (h : IsAngularMomentum Jx Jy Jz) :
    LinearMap.ker (raising Jx Jy) ≤ ⨆ k, weightSpace Jz k := by
  have hK : ∀ v ∈ LinearMap.ker (raising Jx Jy), Jz v ∈ LinearMap.ker (raising Jx Jy) := by
    intro v hv
    rw [LinearMap.mem_ker] at hv ⊢
    have e : Jz (raising Jx Jy v) = raising Jx Jy (Jz v) + raising Jx Jy v :=
      LinearMap.congr_fun (ladder_relations h).1 v
    rw [hv, map_zero, add_zero] at e
    exact e.symm
  -- `Jz` is diagonalisable on the kernel
  have htop := Submodule.orthogonal_eq_bot_iff.1
    (h.symm_z.restrict_invariant hK).orthogonalComplement_iSup_eigenspaces_eq_bot
  have hle : (⨆ μ, End.eigenspace (Jz.restrict hK) μ) ≤
      (⨆ k, weightSpace Jz k).comap (LinearMap.ker (raising Jx Jy)).subtype := by
    refine iSup_le fun μ w hw => ?_
    have hw' : Jz (w : V) = μ • (w : V) := congrArg Subtype.val (End.mem_eigenspace_iff.1 hw)
    change (w : V) ∈ ⨆ k, weightSpace Jz k
    by_cases h0 : (w : V) = 0
    · rw [h0]; exact Submodule.zero_mem _
    · obtain ⟨n, rfl⟩ := highest_weight_half_integer h h0 (LinearMap.mem_ker.1 w.2) hw'
      exact Submodule.mem_iSup_of_mem n (End.mem_eigenspace_iff.2 hw')
  intro v hv
  have hmem : (⟨v, hv⟩ : LinearMap.ker (raising Jx Jy)) ∈
      ⨆ μ, End.eigenspace (Jz.restrict hK) μ := by rw [htop]; exact Submodule.mem_top
  exact hle hmem
```

## Raising removes exactly two weight spaces

Let $Q$ be the span of $E_1,E_{3/2},E_2,\dots$. The ladder relation gives $J_+E_{k/2}\subseteq E_{(k+2)/2}$, and the surjectivity at positive weight gives the reverse inclusion. Hence $J_+P=Q$.

```lean
/-- Raising maps the span of the states with `M = 0, 1/2, 1, …` onto the span of those with
`M = 1, 3/2, 2, …`. -/
theorem map_raising [FiniteDimensional ℂ V] (h : IsAngularMomentum Jx Jy Jz) :
    (⨆ k, weightSpace Jz k).map (raising Jx Jy) = ⨆ k, weightSpace Jz (k + 2) := by
  rw [Submodule.map_iSup]
  refine iSup_congr fun k => le_antisymm ?_ ?_
  · rintro _ ⟨x, hx, rfl⟩
    have hx' : Jz x = ((k : ℂ) / 2) • x := End.mem_eigenspace_iff.1 hx
    have e : Jz (raising Jx Jy x) = raising Jx Jy (Jz x) + raising Jx Jy x :=
      LinearMap.congr_fun (ladder_relations h).1 x
    refine End.mem_eigenspace_iff.2 ?_
    rw [e, hx', map_smul]
    push_cast
    module
  · intro u hu
    have hu' : Jz u = ((((k : ℝ) + 2) / 2 : ℝ) : ℂ) • u := by
      rw [End.mem_eigenspace_iff.1 hu]
      push_cast
      rfl
    obtain ⟨w, hw, hwu⟩ := exists_raising_eq h (by positivity) hu'
    refine ⟨w, End.mem_eigenspace_iff.2 ?_, hwu⟩
    rw [hw]
    congr 1
    push_cast
    ring
```

Eigenspaces for different eigenvalues are independent, so

$$\dim P=\dim E_0+\dim E_{1/2}+\dim Q.$$

Rank–nullity for $J_+$ on $P$, whose kernel is all of $\ker J_+$, gives

$$\dim P=\dim Q+\dim\ker J_+.$$

Subtracting the two equations yields the count. In the code, `f0` and `f1` give the first equation, `rn` and `hk` the second, and `omega` does the subtraction. The theorem is stated for $\dim\ker J_+$; reading that number as the number of multiplets uses the standard decomposition into multiplets, which the code does not construct.

```lean
/-- The number of independent states annihilated by `J₊` is the number of independent states with `M
= 0` plus the number with `M = 1/2`. -/
theorem total_multiplet_count [FiniteDimensional ℂ V] (h : IsAngularMomentum Jx Jy Jz) :
    finrank ℂ (LinearMap.ker (raising Jx Jy)) =
      finrank ℂ (LinearMap.ker Jz) + finrank ℂ (LinearMap.ker (Jz - (1 / 2 : ℂ) • 1)) := by
  have e0 : weightSpace Jz 0 = LinearMap.ker Jz := by
    ext v; simp [weightSpace]
  have e1 : weightSpace Jz 1 = LinearMap.ker (Jz - (1 / 2 : ℂ) • 1) := by
    ext v; simp [weightSpace, sub_eq_zero]
  have hind : iSupIndep (weightSpace Jz) :=
    (End.eigenspaces_iSupIndep Jz).comp (f := fun k : ℕ => (k : ℂ) / 2) (fun a b hab => by
      have hab' : (a : ℂ) / 2 = (b : ℂ) / 2 := hab
      have : (a : ℂ) = b := by linear_combination 2 * hab'
      exact_mod_cast this)
  -- split off the weights 0 and 1/2
  have hsplit : (⨆ k, weightSpace Jz k) =
      weightSpace Jz 0 ⊔ (weightSpace Jz 1 ⊔ ⨆ k, weightSpace Jz (k + 2)) := by
    refine le_antisymm (iSup_le fun k => ?_) (sup_le (le_iSup _ 0)
      (sup_le (le_iSup _ 1) (iSup_le fun k => le_iSup (weightSpace Jz) (k + 2))))
    match k with
    | 0 => exact le_sup_left
    | 1 => exact le_sup_left.trans le_sup_right
    | k + 2 =>
      exact (le_iSup (fun k => weightSpace Jz (k + 2)) k).trans
        (le_sup_right.trans le_sup_right)
  have d0 : Disjoint (weightSpace Jz 0) (weightSpace Jz 1 ⊔ ⨆ k, weightSpace Jz (k + 2)) :=
    (hind 0).mono_right (sup_le (le_iSup₂_of_le 1 (by omega) le_rfl)
      (iSup_le fun k => le_iSup₂_of_le (k + 2) (by omega) le_rfl))
  have d1 : Disjoint (weightSpace Jz 1) (⨆ k, weightSpace Jz (k + 2)) :=
    (hind 1).mono_right (iSup_le fun k => le_iSup₂_of_le (k + 2) (by omega) le_rfl)
  have f0 := Submodule.finrank_sup_add_finrank_inf_eq (weightSpace Jz 0)
    (weightSpace Jz 1 ⊔ ⨆ k, weightSpace Jz (k + 2))
  have f1 := Submodule.finrank_sup_add_finrank_inf_eq (weightSpace Jz 1)
    (⨆ k, weightSpace Jz (k + 2))
  rw [d0.eq_bot, finrank_bot, ← hsplit] at f0
  rw [d1.eq_bot, finrank_bot] at f1
  -- rank-nullity for `J₊` on the non-negative weights
  have rn := LinearMap.finrank_range_add_finrank_ker
    ((raising Jx Jy).domRestrict (⨆ k, weightSpace Jz k))
  rw [LinearMap.range_domRestrict, map_raising h, LinearMap.ker_domRestrict] at rn
  have hk := (Submodule.comapSubtypeEquivOfLe (ker_raising_le h)).finrank_eq
  rw [← e0, ← e1]
  omega
```

The same argument counts lowest states. The triple $(J_x,-J_y,-J_z)$, obtained by a rotation through $\pi$ about the $x$ axis, obeys the same commutation relations, and its raising operator is $J_-$. Therefore

$$\dim\ker J_-=\dim\ker J_z+\dim\ker\left(J_z+\tfrac12\right).$$

## Spin 1/2

Half the Pauli matrices, acting on $\mathbb C^2$, satisfy all six conditions, which Lean checks entry by entry. Here $J_+$ annihilates only the multiples of the spin-up state, no nonzero state has $M=0$, and one independent state has $M=1/2$, so the count reads $1=0+1$.

```lean
/-- The spin-1/2 matrices, half the Pauli matrices, form an angular momentum triple. -/
theorem isAngularMomentum_witness :
    IsAngularMomentum (V := EuclideanSpace ℂ (Fin 2))
      (Matrix.toEuclideanLin !![0, 1 / 2; 1 / 2, 0])
      (Matrix.toEuclideanLin !![0, -Complex.I / 2; Complex.I / 2, 0])
      (Matrix.toEuclideanLin !![1 / 2, 0; 0, -1 / 2]) := by
  have hmul : ∀ A B : Matrix (Fin 2) (Fin 2) ℂ,
      (Matrix.toEuclideanLin A : End ℂ (EuclideanSpace ℂ (Fin 2))) * Matrix.toEuclideanLin B
        = Matrix.toEuclideanLin (A * B) := by
    intro A B
    refine LinearMap.ext fun v => ?_
    simp [Matrix.toLpLin_apply]
  constructor
  iterate 3
    · open Matrix LinearMap in refine isSymmetric_toEuclideanLin_iff.2 ?_
      ext i j
      fin_cases i <;> fin_cases j <;> simp [Matrix.conjTranspose_apply]
  all_goals
    rw [hmul, hmul, ← map_sub, ← map_smul]
    congr 1
    ext i j
    fin_cases i <;> fin_cases j <;>
      simp [Complex.ext_iff] <;> norm_num

end

end TotalMultipletCount
```

```lean
#print axioms TotalMultipletCount.total_multiplet_count
```

```
'TotalMultipletCount.total_multiplet_count' depends on axioms: [propext, Classical.choice, Quot.sound]
```
